# The 1/N-normalised autocovariance about the sample mean sums to zero over all lags: negative, zero and positive

The value subtracted from the data is kept as a free real number \(a\), so that the sample mean can be compared with every other choice. The record is a function `x : ℕ → ℝ`, of which only the first \(N\) values \(x_0,\dots,x_{N-1}\) enter. No stationarity or probability distribution is assumed. With the same prefactor \(1/N\) at every lag, define

\[
\bar x=\frac1N\sum_{i=0}^{N-1}x_i,\qquad
c_k(a)=\frac1N\sum_{i=0}^{N-1-k}(x_i-a)(x_{i+k}-a).
\]

A negative lag is given the same value as the positive one, \(c_{-k}(a)=c_k(a)\), so the sum over all lags \(-N<k<N\) is \(c_0(a)+2\sum_{k=1}^{N-1}c_k(a)\). In Lean the two definitions are `sampleMean x N` and `autocov x a N k`, with `k` a natural number. The set `range N` contains \(0,\dots,N-1\), and `Ico 1 N` contains the lags \(1\le k<N\).

```lean
import Mathlib

open Finset

namespace FullLagEstimator

noncomputable section

/-- The sample mean of the first `N` values of a time series. -/
def sampleMean (x : ℕ → ℝ) (N : ℕ) : ℝ :=
  (∑ i ∈ range N, x i) / N

/-- The estimated autocovariance at lag `k` of the first `N` values, with fluctuations
measured from the reference value `a` and the normalisation `1 / N` at every lag. -/
def autocov (x : ℕ → ℝ) (a : ℝ) (N k : ℕ) : ℝ :=
  (∑ i ∈ range (N - k), (x i - a) * (x (i + k) - a)) / N
```

## (a) The square of a sum, grouped by lag

For real numbers \(y_0,\dots,y_{N-1}\), show that

\[
\Big(\sum_{i=0}^{N-1}y_i\Big)^2=\sum_{i=0}^{N-1}y_i^2+2\sum_{k=1}^{N-1}\sum_{i=0}^{N-1-k}y_iy_{i+k}.
\]

**Solution.** Use induction on the length. Both sides vanish for \(N=0\). Let \(S_n=\sum_{i<n}y_i\). Appending \(y_n\) adds \(y_n^2\) to the squares and one product \(y_{n-k}y_n\) at each lag \(1\le k\le n\). The right side therefore grows by

\[
y_n^2+2y_n\sum_{k=1}^{n}y_{n-k}=y_n^2+2y_nS_n=S_{n+1}^2-S_n^2,
\]

which is also the growth of the left side.

In the proof, `hsplit` separates the new products, `hlast` removes the empty lag \(n\) of the shorter record, and `hrefl` reverses the order of the last sum.

```lean
/-- The square of a sum over a record is the sum of the squares plus twice the products
of all pairs, grouped by their lag. -/
theorem sq_sum_eq_lag_sum (y : ℕ → ℝ) (N : ℕ) :
    (∑ i ∈ range N, y i) ^ 2 = ∑ i ∈ range N, y i * y i
      + 2 * ∑ k ∈ Ico 1 N, ∑ i ∈ range (N - k), y i * y (i + k) := by
  induction N with
  | zero => simp
  | succ n ih =>
    -- a new data point adds one product at every lag
    have hsplit : ∑ k ∈ Ico 1 (n + 1), ∑ i ∈ range (n + 1 - k), y i * y (i + k)
        = ∑ k ∈ Ico 1 (n + 1), ∑ i ∈ range (n - k), y i * y (i + k)
          + ∑ k ∈ Ico 1 (n + 1), y (n - k) * y n := by
      rw [← sum_add_distrib]
      refine sum_congr rfl fun k hk => ?_
      have hk' := mem_Ico.mp hk
      rw [show n + 1 - k = (n - k) + 1 by omega, sum_range_succ,
        show n - k + k = n by omega]
    -- the shorter record has no pair at lag n
    have hlast : ∑ k ∈ Ico 1 (n + 1), ∑ i ∈ range (n - k), y i * y (i + k)
        = ∑ k ∈ Ico 1 n, ∑ i ∈ range (n - k), y i * y (i + k) := by
      rcases Nat.eq_zero_or_pos n with rfl | hn
      · simp
      · rw [sum_Ico_succ_top hn]
        simp
    -- the partners of the new point are all the earlier points
    have hrefl : ∑ k ∈ Ico 1 (n + 1), y (n - k) = ∑ i ∈ range n, y i := by
      rw [sum_Ico_eq_sum_range, ← sum_range_reflect y n]
      refine sum_congr (by simp) fun i _ => ?_
      congr 1
      omega
    rw [sum_range_succ, sum_range_succ, hsplit, hlast, ← sum_mul, hrefl]
    linear_combination ih
```

## (b) The full-lag sum for any reference value

Show that

\[
c_0(a)+2\sum_{k=1}^{N-1}c_k(a)=\frac1N\Big(\sum_{i=0}^{N-1}(x_i-a)\Big)^2.
\]

**Solution.** Put \(y_i=x_i-a\) in (a) and divide by \(N\). Lean does the same: it rewrites with (a), unfolds `autocov` and collects the common denominator.

```lean
/-- The autocovariance at lag zero plus twice its sum over the positive lags below `N` is the
squared total fluctuation divided by the number of data points, for any reference value. -/
theorem full_lag_sum_eq (x : ℕ → ℝ) (a : ℝ) (N : ℕ) :
    autocov x a N 0 + 2 * ∑ k ∈ Ico 1 N, autocov x a N k
      = (∑ i ∈ range N, (x i - a)) ^ 2 / N := by
  rw [sq_sum_eq_lag_sum (fun i => x i - a) N]
  unfold autocov
  rw [← sum_div]
  simp only [Nat.sub_zero, add_zero]
  ring
```

## (c) When the sum vanishes

For \(N\ge1\), show that

\[
c_0(a)+2\sum_{k=1}^{N-1}c_k(a)=0\iff a=\bar x.
\]

**Solution.** Since \(\sum_i(x_i-a)=N(\bar x-a)\), part (b) gives the value \(N(\bar x-a)^2\). As \(N>0\), this is zero exactly when \(a=\bar x\).

The step `hs` is the formula for the total fluctuation; the two directions of the equivalence follow it. The hypothesis `0 < N` is needed because Lean sets division by zero to zero, which would make the sum vanish for every \(a\) in an empty record.

```lean
/-- For a non-empty record, the autocovariance at lag zero plus twice its sum over the positive lags
below `N` is exactly zero if and only if the fluctuations are measured from the sample mean. -/
theorem full_lag_sum_eq_zero_iff (x : ℕ → ℝ) (a : ℝ) {N : ℕ} (hN : 0 < N) :
    autocov x a N 0 + 2 * ∑ k ∈ Ico 1 N, autocov x a N k = 0
      ↔ a = sampleMean x N := by
  have hN' : (N : ℝ) ≠ 0 := by exact_mod_cast hN.ne'
  -- the total fluctuation is N times the offset of the reference value
  have hs : ∑ i ∈ range N, (x i - a) = N * (sampleMean x N - a) := by
    have hm : (N : ℝ) * sampleMean x N = ∑ i ∈ range N, x i := by
      unfold sampleMean
      field_simp
    rw [sum_sub_distrib, sum_const, card_range, nsmul_eq_mul]
    linear_combination -hm
  rw [full_lag_sum_eq, hs]
  constructor
  · intro h
    have h2 : ((N : ℝ) * (sampleMean x N - a)) ^ 2 = 0 := by
      rcases div_eq_zero_iff.mp h with h | h
      · exact h
      · exact absurd h hN'
    rcases mul_eq_zero.mp ((pow_eq_zero_iff two_ne_zero).mp h2) with h | h
    · exact absurd h hN'
    · linarith
  · intro h
    rw [← h]
    simp
```

## (d) Truncation at a cutoff

From here on, \(c_k\) means \(c_k(\bar x)\). For \(1\le M\le N\), show that

\[
c_0+2\sum_{k=1}^{M-1}c_k=-2\sum_{k=M}^{N-1}c_k.
\]

**Solution.** Split the sum in (c) at \(M\) and move the upper part to the right. In Lean, `sum_Ico_consecutive` makes the split.

In an analysis code that subtracts the sample mean of the same record and accumulates this sum lag by lag, with the factor \(1/N\) at every lag, the running total ends at zero at the last lag, up to rounding. A nonzero estimate therefore depends on the chosen cutoff.

```lean
/-- With the sample mean subtracted, the autocovariance at lag zero plus twice its sum over the
positive lags below a cutoff `M` is minus twice the sum of the autocovariances at the discarded
lags. -/
theorem windowed_sum_eq (x : ℕ → ℝ) {M N : ℕ} (hM : 1 ≤ M) (hMN : M ≤ N) :
    autocov x (sampleMean x N) N 0 + 2 * ∑ k ∈ Ico 1 M, autocov x (sampleMean x N) N k
      = -2 * ∑ k ∈ Ico M N, autocov x (sampleMean x N) N k := by
  have h0 := (full_lag_sum_eq_zero_iff x (sampleMean x N) (by omega : 0 < N)).mpr rfl
  have h1 := sum_Ico_consecutive (fun k => autocov x (sampleMean x N) N k) hM hMN
  linarith
```

## (e) The lag-zero value for a record that fluctuates

If the data are not all equal, show that \(c_0(a)>0\) for every \(a\).

**Solution.** Two different values cannot both equal \(a\), so some \(x_l\ne a\) contributes a positive square. The other squares are non-negative, and \(N>0\). Lean finds this index in `hl`.

```lean
/-- If the data are not all equal, the estimated autocovariance at lag zero is positive
for any reference value. -/
theorem autocov_zero_pos (x : ℕ → ℝ) (a : ℝ) {N : ℕ}
    (h : ∃ i < N, ∃ j < N, x i ≠ x j) : 0 < autocov x a N 0 := by
  obtain ⟨i, hi, j, hj, hij⟩ := h
  -- at least one of the two differing values is away from a
  have hl : ∃ l < N, x l ≠ a := by
    by_cases hia : x i = a
    · exact ⟨j, hj, fun hja => hij (hia.trans hja.symm)⟩
    · exact ⟨i, hi, hia⟩
  obtain ⟨l, hlN, hla⟩ := hl
  have hN : (0 : ℝ) < N := by exact_mod_cast (by omega : 0 < N)
  unfold autocov
  simp only [Nat.sub_zero, add_zero]
  refine div_pos (sum_pos' (fun i _ => mul_self_nonneg _) ?_) hN
  exact ⟨l, mem_range.mpr hlN, mul_self_pos.mpr (sub_ne_zero.mpr hla)⟩
```

## (f) The estimated correlation time

For data that are not all equal, show that the integrated autocorrelation time, in units of the sampling interval, is estimated as

\[
\frac12+\sum_{k=1}^{N-1}\frac{c_k}{c_0}=0.
\]

**Solution.** Part (c) gives \(\sum_{k\ge1}c_k=-c_0/2\). By (e), division by \(c_0\) is allowed and gives \(-1/2\), which is `h1` in the proof.

For a finite scalar record from a simulation, this estimator, with the sample mean subtracted and the factor \(1/N\) at every lag, thus carries no information about the correlation time. Even for independent samples, whose true value is \(1/2\), it returns zero.

```lean
/-- For data that are not all equal, the integrated autocorrelation time estimated from
all lags, in units of the sampling interval, is exactly zero. -/
theorem full_lag_autocorrelation_time_eq_zero (x : ℕ → ℝ) {N : ℕ}
    (h : ∃ i < N, ∃ j < N, x i ≠ x j) :
    1 / 2 + ∑ k ∈ Ico 1 N,
      autocov x (sampleMean x N) N k / autocov x (sampleMean x N) N 0 = 0 := by
  have hc := (autocov_zero_pos x (sampleMean x N) h).ne'
  obtain ⟨i, hi, -⟩ := h
  have h0 := (full_lag_sum_eq_zero_iff x (sampleMean x N) (by omega : 0 < N)).mpr rfl
  have h1 : (∑ k ∈ Ico 1 N, autocov x (sampleMean x N) N k)
      / autocov x (sampleMean x N) N 0 = -1 / 2 := by
    rw [div_eq_iff hc]
    linarith
  rw [← sum_div, h1]
  norm_num
```

## (g) The sign of the estimated tail

For data that are not all equal, show that \(c_k<0\) for some \(1\le k<N\).

**Solution.** If every such \(c_k\) were non-negative, the sum in (c) would be at least \(c_0>0\), a contradiction. Lean argues in the same way, with `hnn` as the assumption to be refuted.

The mere presence of a negative value somewhere in the estimated correlation function is therefore not evidence of anticorrelation in the process.

```lean
/-- For data that are not all equal, the estimated autocovariance about the sample mean is
negative at some positive lag. -/
theorem exists_negative_autocov (x : ℕ → ℝ) {N : ℕ}
    (h : ∃ i < N, ∃ j < N, x i ≠ x j) :
    ∃ k ∈ Ico 1 N, autocov x (sampleMean x N) N k < 0 := by
  have hc := autocov_zero_pos x (sampleMean x N) h
  obtain ⟨i, hi, -⟩ := h
  have h0 := (full_lag_sum_eq_zero_iff x (sampleMean x N) (by omega : 0 < N)).mpr rfl
  by_contra hneg
  have hnn : ∀ k ∈ Ico 1 N, 0 ≤ autocov x (sampleMean x N) N k :=
    fun k hk => not_lt.mp fun hlt => hneg ⟨k, hk, hlt⟩
  have h1 := sum_nonneg hnn
  linarith

end

end FullLagEstimator
```

```lean
#print axioms FullLagEstimator.windowed_sum_eq
-- 'FullLagEstimator.windowed_sum_eq' depends on axioms: [propext, Classical.choice, Quot.sound]
#print axioms FullLagEstimator.full_lag_autocorrelation_time_eq_zero
-- 'FullLagEstimator.full_lag_autocorrelation_time_eq_zero' depends on axioms: [propext, Classical.choice, Quot.sound]
#print axioms FullLagEstimator.exists_negative_autocov
-- 'FullLagEstimator.exists_negative_autocov' depends on axioms: [propext, Classical.choice, Quot.sound]
```
